# Mean and variance of the levels fix the leading self-energy tail of a normalised finite-pole Green's function

## An orbital spread over several levels

Take a normalised orbital |a⟩ in a non-interacting system with finitely many one-particle states. If the Hamiltonian H couples |a⟩ to orbitals orthogonal to it, |a⟩ is not an eigenstate of H. Its weight is spread over orthonormal eigenstates |k⟩ with real energies l_k, and its Green's function is

G(z) = ⟨a|(z − H)⁻¹|a⟩ = ∑ w_k/(z − l_k), with w_k = |⟨k|a⟩|².

The weights are nonnegative because they are squared overlaps, and they sum to 1 because |a⟩ is normalised. The self-energy S used here contains the on-site energy of |a⟩ and the effect of its coupling to the other orbitals; it does not come from an interaction between electrons. It is defined by writing G(z) = 1/(z − S(z)), so

S(z) = z − 1/G(z).

What does S look like at high frequency? Its constant term and its 1/z term involve only the first two spectral moments,

m1 = ∑ w_k l_k and m2 = ∑ w_k l_k².

Along z = iy with y → ∞,

S(iy) → m1 and iy(S(iy) − m1) → m2 − m1².

In this model m1 = ⟨a|H|a⟩ is the on-site energy, and m2 − m1² is the sum of the squared couplings |V_j|² between |a⟩ and the other members of an orthonormal basis that contains it. The Lean code starts from weights and levels, so this reading in terms of H is interpretation. For a scalar Green's function with finitely many poles, the two limits supply the leading coefficients needed to treat the tail of an imaginary-frequency sum analytically.

## Levels, weights and limits in Lean

The levels are indexed by a finite type `ι`, and `w l : ι → ℝ` are the weights and energies. Levels may coincide, and weights may vanish. `moment w l n` is ∑ w_k l_k^n, `green w l z` is the pole sum, and `selfEnergy w l z` is z − 1/G(z).

The convention is that the bare inverse Green's function is z alone. The on-site energy therefore belongs to S and appears as its constant limit.

The theorem `selfEnergy_tail_imaginary_axis` assumes `hw` (nonnegative weights) and `hw1` (weights summing to 1). It states that G(iy) ≠ 0 for every y > 0, and that the two limits hold as the real variable y tends to infinity. The more general `selfEnergy_tail` lets |z| → ∞ in any direction and needs only `hw1`.

Both hypotheses on the weights are assumed, not derived from a Hamiltonian. Continuous spectra and matrix-valued self-energies are not covered, and the limits come without an explicit error bound.

## Two turns of the equation of motion

Define two more pole sums with the same levels:

A(z) = ∑ w_k l_k/(z − l_k) and B(z) = ∑ w_k l_k²/(z − l_k).

Away from the levels, z/(z − l_k) = 1 + l_k/(z − l_k). Multiplying by w_k and summing gives the first identity below; multiplying by w_k l_k and summing gives the second:

zG = 1 + A,
zA = m1 + B.

For any residues c_k and z ≠ 0,

z ∑ c_k/(z − l_k) = ∑ c_k/(1 − l_k/z) → ∑ c_k as |z| → ∞.

Hence zG → 1, zA → m1 and zB → m2. In particular, G is nonzero once |z| is large enough.

From the definition of S, SG = zG − 1 = A. Multiplying by z and dividing by zG gives

S = zA/(zG) → m1/1 = m1.

For the next order, insert both identities:

z(S − m1) = (z·zA − m1·z·zG)/(zG)
= (z(m1 + B) − m1·z(1 + A))/(zG)
= (zB − m1·zA)/(zG)
→ m2 − m1².

The terms growing like z cancel in the numerator, which is why the limit is finite.

## Positivity, variance and causality

Since the levels are real, Im 1/(z − l_k) = −Im z/|z − l_k|². Therefore

Im G(z) = −Im z · N(z), with N(z) = ∑ w_k/|z − l_k|².

Nonnegative weights summing to 1 include at least one positive weight, so N(z) > 0 and G has no zero off the real axis.

The tail coefficient is a variance:

∑ w_k(l_k − m1)² = m2 − 2m1² + m1² = m2 − m1².

It vanishes exactly when every level of nonzero weight lies at m1. With a single level this is automatic, and S equals that level's energy.

The same identity gives the sign of Im S. For Im z > 0,

Im S = Im z + Im G/|G|² = Im z · (1 − N/|G|²).

By the triangle inequality, |G| ≤ ∑ w_k/|z − l_k|. The variance of the numbers 1/|z − l_k| is nonnegative, so the square of this mean is at most N. Thus |G|² ≤ N and Im S ≤ 0, the causal sign in the upper half-plane.

## The complete Lean development

```lean
import Mathlib

open Filter Bornology Topology

namespace SelfEnergyTail

noncomputable section

variable {ι : Type*} [Fintype ι]

/-- The `n`-th spectral moment `∑ w_k l_k ^ n` of levels `l` with weights `w`. -/
def moment (w l : ι → ℝ) (n : ℕ) : ℝ := ∑ k, w k * l k ^ n

/-- The Green's function `∑ w_k / (z - l_k)`, for `z` different from every level. -/
def green (w l : ι → ℝ) (z : ℂ) : ℂ := ∑ k, (w k : ℂ) / (z - (l k : ℂ))

/-- The self-energy `z - 1 / G(z)`, for `z` different from every level and `G(z) ≠ 0`. -/
def selfEnergy (w l : ι → ℝ) (z : ℂ) : ℂ := z - 1 / green w l z

/-- Equation of motion: for `z` different from every level, multiplying the Green's function by `z`
gives the total weight plus the pole sum whose residues carry one more power of the level. -/
theorem mul_green (w l : ι → ℝ) {z : ℂ} (hz : ∀ k, z ≠ (l k : ℂ)) :
    z * green w l z = ((∑ k, w k : ℝ) : ℂ) + green (fun k => w k * l k) l z := by
  unfold green
  rw [Finset.mul_sum, Complex.ofReal_sum, ← Finset.sum_add_distrib]
  refine Finset.sum_congr rfl fun k _ => ?_
  have e := mul_inv_cancel₀ (sub_ne_zero.2 (hz k))
  push_cast
  simp only [div_eq_mul_inv]
  linear_combination (w k : ℂ) * e

/-- As `|z|` grows in any direction, `z G(z)` tends to the total weight. -/
theorem tendsto_mul_green (w l : ι → ℝ) :
    Tendsto (fun z => z * green w l z) (cobounded ℂ) (𝓝 ((∑ k, w k : ℝ) : ℂ)) := by
  have hinv : Tendsto (fun z : ℂ => z⁻¹) (cobounded ℂ) (𝓝 0) := tendsto_inv₀_cobounded
  have hk : ∀ k, Tendsto (fun z : ℂ => (w k : ℂ) * (1 - (l k : ℂ) * z⁻¹)⁻¹)
      (cobounded ℂ) (𝓝 (w k : ℂ)) := by
    intro k
    have h1 : Tendsto (fun z : ℂ => 1 - (l k : ℂ) * z⁻¹) (cobounded ℂ) (𝓝 1) := by
      simpa using (hinv.const_mul (l k : ℂ)).const_sub 1
    simpa using (h1.inv₀ one_ne_zero).const_mul (w k : ℂ)
  rw [Complex.ofReal_sum]
  refine (tendsto_finsetSum Finset.univ (fun k _ => hk k)).congr' ?_
  filter_upwards [eventually_ne_cobounded (0 : ℂ)] with z hz
  rw [green, Finset.mul_sum]
  refine Finset.sum_congr rfl fun k _ => ?_
  have e := mul_inv_cancel₀ hz
  have h : z - (l k : ℂ) = z * (1 - (l k : ℂ) * z⁻¹) := by
    linear_combination (l k : ℂ) * e
  rw [h, div_eq_mul_inv, mul_inv]
  linear_combination (-((w k : ℂ) * (1 - (l k : ℂ) * z⁻¹)⁻¹)) * e

/-- The imaginary part of the Green's function is `-Im z` times `∑ w_k / |z - l_k|²`. -/
theorem green_im (w l : ι → ℝ) (z : ℂ) :
    (green w l z).im = -z.im * ∑ k, w k / Complex.normSq (z - (l k : ℂ)) := by
  unfold green
  rw [Complex.im_sum, Finset.mul_sum]
  refine Finset.sum_congr rfl fun k _ => ?_
  have h : (z - (l k : ℂ)).im = z.im := by simp
  rw [div_eq_mul_inv, Complex.im_ofReal_mul, Complex.inv_im, h]
  ring

/-- For nonnegative weights summing to one, the Green's function has no zero off the
real axis. -/
theorem green_ne_zero (w l : ι → ℝ) (hw : ∀ k, 0 ≤ w k) (hw1 : ∑ k, w k = 1)
    {z : ℂ} (hz : z.im ≠ 0) : green w l z ≠ 0 := by
  have hne : ∀ k, z - (l k : ℂ) ≠ 0 := by
    intro k h
    apply hz
    simpa using congrArg Complex.im h
  -- some level carries positive weight
  have hex : ∃ k, 0 < w k := by
    by_contra h
    have h0 : ∑ k, w k ≤ 0 := Finset.sum_nonpos fun k _ => not_lt.1 fun hk => h ⟨k, hk⟩
    linarith
  obtain ⟨j, hj⟩ := hex
  have hpos : 0 < ∑ k, w k / Complex.normSq (z - (l k : ℂ)) :=
    Finset.sum_pos' (fun k _ => div_nonneg (hw k) (Complex.normSq_nonneg _))
      ⟨j, Finset.mem_univ j, div_pos hj (Complex.normSq_pos.2 (hne j))⟩
  intro h
  have him := green_im w l z
  rw [h, Complex.zero_im] at him
  exact mul_ne_zero (neg_ne_zero.2 hz) hpos.ne' him.symm

/-- For weights summing to one, as `|z|` grows in any direction the self-energy tends to `m1`
and `z (S(z) - m1)` tends to `m2 - m1²`. -/
theorem selfEnergy_tail (w l : ι → ℝ) (hw1 : ∑ k, w k = 1) :
    Tendsto (selfEnergy w l) (cobounded ℂ) (𝓝 (moment w l 1 : ℂ)) ∧
    Tendsto (fun z => z * (selfEnergy w l z - (moment w l 1 : ℂ))) (cobounded ℂ)
      (𝓝 ((moment w l 2 - moment w l 1 ^ 2 : ℝ) : ℂ)) := by
  have e1 : ∑ k, w k * l k = moment w l 1 := by simp [moment]
  have e2 : ∑ k, w k * l k * l k = moment w l 2 :=
    Finset.sum_congr rfl fun k _ => by ring
  have hG : Tendsto (fun z => z * green w l z) (cobounded ℂ) (𝓝 1) := by
    have h := tendsto_mul_green w l
    rwa [hw1, Complex.ofReal_one] at h
  have hA : Tendsto (fun z => z * green (fun k => w k * l k) l z) (cobounded ℂ)
      (𝓝 (moment w l 1 : ℂ)) := by
    rw [← e1]
    exact tendsto_mul_green (fun k => w k * l k) l
  have hB : Tendsto (fun z => z * green (fun k => w k * l k * l k) l z) (cobounded ℂ)
      (𝓝 (moment w l 2 : ℂ)) := by
    rw [← e2]
    exact tendsto_mul_green (fun k => w k * l k * l k) l
  have hlev : ∀ᶠ z in cobounded ℂ, ∀ k, z ≠ (l k : ℂ) :=
    eventually_all.2 fun k => eventually_ne_cobounded _
  -- the equation of motion turns `S G` into the pole sum with residues `w l`
  have hS : ∀ z : ℂ, (∀ k, z ≠ (l k : ℂ)) → z * green w l z ≠ 0 →
      selfEnergy w l z * (z * green w l z) = z * green (fun k => w k * l k) l z := by
    intro z hz h0
    have h1 := mul_green w l hz
    rw [hw1, Complex.ofReal_one] at h1
    have hi := mul_inv_cancel₀ (right_ne_zero_of_mul h0)
    rw [selfEnergy, one_div]
    linear_combination z * h1 - z * hi
  constructor
  · have t := hA.div hG one_ne_zero
    rw [div_one] at t
    refine t.congr' ?_
    filter_upwards [hlev, hG.eventually_ne one_ne_zero] with z hz h0
    exact (eq_div_of_mul_eq h0 (hS z hz h0)).symm
  · have t := (hB.sub (hA.const_mul (moment w l 1 : ℂ))).div hG one_ne_zero
    have e : ((moment w l 2 - moment w l 1 ^ 2 : ℝ) : ℂ) =
        ((moment w l 2 : ℂ) - (moment w l 1 : ℂ) * (moment w l 1 : ℂ)) / 1 := by
      push_cast
      ring
    rw [e]
    refine t.congr' ?_
    filter_upwards [hlev, hG.eventually_ne one_ne_zero] with z hz h0
    refine (eq_div_of_mul_eq h0 ?_).symm
    have h1 := mul_green w l hz
    rw [hw1, Complex.ofReal_one] at h1
    have h2 := mul_green (fun k => w k * l k) l hz
    rw [e1] at h2
    linear_combination z * hS z hz h0 + z * h2 - (moment w l 1 : ℂ) * z * h1

/-- Self-energy tail on the imaginary axis: for nonnegative weights summing to one, `G(iy)` is
nonzero for `y > 0`, and as `y → ∞` one has `S(iy) → m1` and `iy (S(iy) - m1) → m2 - m1²`. -/
theorem selfEnergy_tail_imaginary_axis (w l : ι → ℝ) (hw : ∀ k, 0 ≤ w k)
    (hw1 : ∑ k, w k = 1) :
    (∀ y : ℝ, 0 < y → green w l (y * Complex.I) ≠ 0) ∧
    Tendsto (fun y : ℝ => selfEnergy w l (y * Complex.I)) atTop (𝓝 (moment w l 1 : ℂ)) ∧
    Tendsto (fun y : ℝ => (y * Complex.I) *
        (selfEnergy w l (y * Complex.I) - (moment w l 1 : ℂ))) atTop
      (𝓝 ((moment w l 2 - moment w l 1 ^ 2 : ℝ) : ℂ)) := by
  have hI : Tendsto (fun y : ℝ => (y : ℂ) * Complex.I) atTop (cobounded ℂ) := by
    rw [← tendsto_norm_atTop_iff_cobounded]
    simpa using (tendsto_abs_atTop_atTop : Tendsto (fun y : ℝ => |y|) atTop atTop)
  obtain ⟨h1, h2⟩ := selfEnergy_tail w l hw1
  refine ⟨fun y hy => green_ne_zero w l hw hw1 ?_, h1.comp hI, h2.comp hI⟩
  simpa using hy.ne'

/-- For weights summing to one, the tail coefficient `m2 - m1²` is the variance
`∑ w_k (l_k - m1)²` of the levels. -/
theorem tail_eq_variance (w l : ι → ℝ) (hw1 : ∑ k, w k = 1) :
    moment w l 2 - moment w l 1 ^ 2 = ∑ k, w k * (l k - moment w l 1) ^ 2 := by
  have h : ∀ m : ℝ, ∑ k, w k * (l k - m) ^ 2 =
      moment w l 2 - 2 * m * moment w l 1 + m ^ 2 * ∑ k, w k := by
    intro m
    unfold moment
    rw [Finset.mul_sum, Finset.mul_sum, ← Finset.sum_sub_distrib, ← Finset.sum_add_distrib]
    exact Finset.sum_congr rfl fun k _ => by ring
  rw [h, hw1]
  ring

/-- For nonnegative weights summing to one, the tail coefficient vanishes exactly when every
level of nonzero weight lies at `m1`. -/
theorem tail_eq_zero_iff (w l : ι → ℝ) (hw : ∀ k, 0 ≤ w k) (hw1 : ∑ k, w k = 1) :
    moment w l 2 - moment w l 1 ^ 2 = 0 ↔ ∀ k, w k ≠ 0 → l k = moment w l 1 := by
  rw [tail_eq_variance w l hw1,
    Finset.sum_eq_zero_iff_of_nonneg fun k _ => mul_nonneg (hw k) (sq_nonneg _)]
  constructor
  · intro h k hk
    have h0 := (mul_eq_zero.1 (h k (Finset.mem_univ k))).resolve_left hk
    exact sub_eq_zero.1 (pow_eq_zero_iff two_ne_zero |>.1 h0)
  · intro h k _
    by_cases hk : w k = 0
    · rw [hk, zero_mul]
    · rw [h k hk, sub_self]
      ring

/-- Causality: for nonnegative weights summing to one, the self-energy has nonpositive
imaginary part in the upper half-plane. -/
theorem selfEnergy_im_nonpos (w l : ι → ℝ) (hw : ∀ k, 0 ≤ w k) (hw1 : ∑ k, w k = 1)
    {z : ℂ} (hz : 0 < z.im) : (selfEnergy w l z).im ≤ 0 := by
  have hpos := Complex.normSq_pos.2 (green_ne_zero w l hw hw1 hz.ne')
  -- the variance of the inverse distances `1 / |z - l_k|` is nonnegative
  have hvar := tail_eq_variance w (fun k => ‖z - (l k : ℂ)‖⁻¹) hw1
  have hnn : 0 ≤ ∑ k, w k * (‖z - (l k : ℂ)‖⁻¹ -
      moment w (fun k => ‖z - (l k : ℂ)‖⁻¹) 1) ^ 2 :=
    Finset.sum_nonneg fun k _ => mul_nonneg (hw k) (sq_nonneg _)
  have hn : ‖green w l z‖ ≤ moment w (fun k => ‖z - (l k : ℂ)‖⁻¹) 1 := by
    unfold green moment
    refine (norm_sum_le _ _).trans (le_of_eq (Finset.sum_congr rfl fun k _ => ?_))
    rw [norm_div, Complex.norm_real, Real.norm_of_nonneg (hw k), pow_one, div_eq_mul_inv]
  have hN : moment w (fun k => ‖z - (l k : ℂ)‖⁻¹) 2 =
      ∑ k, w k / Complex.normSq (z - (l k : ℂ)) := by
    unfold moment
    refine Finset.sum_congr rfl fun k _ => ?_
    rw [Complex.normSq_eq_norm_sq, inv_pow, div_eq_mul_inv]
  have hcs : Complex.normSq (green w l z) ≤
      ∑ k, w k / Complex.normSq (z - (l k : ℂ)) := by
    rw [← hN, Complex.normSq_eq_norm_sq]
    have hsq := pow_le_pow_left₀ (norm_nonneg _) hn 2
    linarith
  have hfin : z.im ≤ z.im * (∑ k, w k / Complex.normSq (z - (l k : ℂ))) /
      Complex.normSq (green w l z) := by
    rw [le_div_iff₀ hpos]
    exact mul_le_mul_of_nonneg_left hcs hz.le
  rw [selfEnergy, Complex.sub_im, one_div, Complex.inv_im, green_im, neg_mul, neg_neg]
  linarith

end

end SelfEnergyTail
```

```lean
#print axioms SelfEnergyTail.selfEnergy_tail_imaginary_axis
#print axioms SelfEnergyTail.tail_eq_zero_iff
#print axioms SelfEnergyTail.selfEnergy_im_nonpos
```

```
'SelfEnergyTail.selfEnergy_tail_imaginary_axis' depends on axioms: [propext, Classical.choice, Quot.sound]
'SelfEnergyTail.tail_eq_zero_iff' depends on axioms: [propext, Classical.choice, Quot.sound]
'SelfEnergyTail.selfEnergy_im_nonpos' depends on axioms: [propext, Classical.choice, Quot.sound]
```

## From pole sums to the two limits

`mul_green` is the equation of motion for arbitrary real residues. It works term by term: the relation (z − l_k)(z − l_k)⁻¹ = 1 is named `e`, and `linear_combination` multiplies it by w_k to obtain the required identity.

`tendsto_mul_green` proves that z times a pole sum tends to the sum of its residues. It first takes the limit of each w_k(1 − l_k/z)⁻¹, then adds the finitely many limits, and finally identifies the result with zG for z ≠ 0. Neither lemma restricts the sign or the sum of the residues, so both also apply to A.

In `selfEnergy_tail`, the facts `hG`, `hA` and `hB` are the limits of zG, zA and zB. The local statement `hS` is S·(zG) = zA. The first limit is the quotient of `hA` and `hG`. For the second, the final `linear_combination` adds z times `hS` and z times the equation of motion for A, then subtracts m1·z times the one for G. This is the cancellation carried out above.

`green_im` computes Im G, and `green_ne_zero` finds a positive weight and concludes that G cannot vanish off the real axis. `selfEnergy_tail_imaginary_axis` combines this with the general tail theorem.

`tail_eq_variance` expands the square for an arbitrary centre m before setting m = m1. `tail_eq_zero_iff` uses the fact that a sum of nonnegative terms is zero only if each term is zero. `selfEnergy_im_nonpos` applies the variance identity with the levels replaced by the inverse distances `‖z - (l k : ℂ)‖⁻¹`; the resulting bound |G|² ≤ N is `hcs`.

## Large |z| as a filter

The device that carries the limit argument is the filter `cobounded ℂ`. A property holds eventually along this filter when it holds outside some bounded set. Convergence of f to a value v along it means that for every ε > 0 there is an R such that |f(z) − v| < ε whenever |z| > R, whatever the direction of z.

This suits a Green's function with finitely many poles. All its levels lie in a bounded region, so `hlev` can say that z eventually avoids every one of them. Likewise, because zG → 1, `hG.eventually_ne one_ne_zero` says that zG is eventually nonzero. The algebraic formulas for S need hold only on that outer region: `congr'` transfers a limit between functions that agree eventually, and `filter_upwards` supplies the conditions under which they agree. This is also why the general tail theorem does not need positive weights.

The imaginary axis then requires one further fact, `hI`: the map y ↦ iy tends to `cobounded ℂ`, since its norm |y| tends to infinity. Composing the general limits with this map gives the limits in y.
